# The plane-wave Proca determinant \(-m^2 s^d\) and the mass shell in \(d+1\) dimensions

Take a massive vector field in one time and one space dimension, in units with \(\hbar=c=1\), and look at a wave of zero momentum and energy \(E\). Its amplitude has a time component \(A^0\) and a space component \(A^1\), and the Proca equation reduces to

\[
\begin{pmatrix} -m^2 & 0\\ 0 & E^2-m^2\end{pmatrix}
\begin{pmatrix} A^0\\ A^1\end{pmatrix}=0 .
\]

For \(m\neq 0\) the first row forces \(A^0=0\) at every energy. The second row allows a nonzero \(A^1\) exactly when \(E^2=m^2\). The determinant is \(-m^2(E^2-m^2)\): one factor \(-m^2\) from the component that never propagates, and one factor that vanishes on the mass shell. The same split occurs for any momentum \(p\) and any number \(d\) of space dimensions: the second factor becomes \(s=E^2-|p|^2-m^2\) and appears \(d\) times.

## From the field equation to a matrix

The free Proca equation is \(\partial_\mu(\partial^\mu A^\nu-\partial^\nu A^\mu)+m^2A^\nu=0\). Inserting a plane wave \(A^\nu e^{-ik\cdot x}\) replaces each derivative \(\partial_\mu\) by \(-ik_\mu\), which gives

\[
-k_\mu k^\mu A^\nu+k^\nu k_\mu A^\mu+m^2A^\nu=0 .
\]

After a change of overall sign this is a linear system for the amplitude. The development starts from that system; the passage from the differential equation is the modelling step just described. The number \(d\) of space dimensions is a natural number, so the spacetime dimension \(n=d+1\) is at least one.

```lean
import Mathlib

open Matrix

namespace ProcaDispersion

noncomputable section

variable {d : ℕ}
```

Let \(k\) and \(A\) be columns of contravariant components, and let \(g\) be the matrix that lowers an index. The lowered wave vector is the row \(w^{\mathsf T}=k^{\mathsf T}g\), so that \(k_\mu A^\mu=w\cdot A\). In Lean, vectors are real functions on `Fin (d + 1)`, with index 0 for time in the Minkowski case, and `k ᵥ* g` is the row-times-matrix product.

The matrix `g` is an arbitrary real matrix. Symmetry and invertibility, which a metric has, are not used in any of the arguments below, so the results hold for every constant metric as a special case. In a curved spacetime, where the metric varies from point to point, the field equation does not reduce to this matrix.

```lean
/-- The wave vector with its index lowered by the metric, the row vector `kᵀ g`. -/
def lower (g : Matrix (Fin (d + 1)) (Fin (d + 1)) ℝ) (k : Fin (d + 1) → ℝ) :
    Fin (d + 1) → ℝ := k ᵥ* g
```

The term \(k^\nu k_\mu A^\mu\) is the action of the rank-one matrix \(P=k\,w^{\mathsf T}\) on \(A\). Its entries are \(P_{ij}=k_iw_j\), which is what `vecMulVec` builds.

```lean
/-- The rank-one matrix `k kᵀ g`. -/
def longitudinal (g : Matrix (Fin (d + 1)) (Fin (d + 1)) ℝ) (k : Fin (d + 1) → ℝ) :
    Matrix (Fin (d + 1)) (Fin (d + 1)) ℝ := vecMulVec k (lower g k)
```

The remaining two terms multiply \(A\) by a number,

\[
s=w\cdot k-m^2=k^{\mathsf T}g\,k-m^2 ,
\]

which vanishes exactly on the mass shell.

```lean
/-- The signed quantity `s = kᵀ g k - m²`, which is zero exactly on the mass shell. -/
def offShell (g : Matrix (Fin (d + 1)) (Fin (d + 1)) ℝ) (k : Fin (d + 1) → ℝ) (m : ℝ) : ℝ :=
  lower g k ⬝ᵥ k - m ^ 2
```

The field equation is now \(MA=0\) with \(M=sI-P\).

```lean
/-- The Proca operator acting on plane-wave amplitudes, `s I - k kᵀ g`. -/
def procaMatrix (g : Matrix (Fin (d + 1)) (Fin (d + 1)) ℝ) (k : Fin (d + 1) → ℝ) (m : ℝ) :
    Matrix (Fin (d + 1)) (Fin (d + 1)) ℝ :=
  offShell g k m • (1 : Matrix (Fin (d + 1)) (Fin (d + 1)) ℝ) - longitudinal g k
```

For the physical case the metric is diagonal with signature \((+,-,\dots,-)\). The expression `vecCons 1 (fun _ => -1)` is the list of diagonal entries, a 1 followed by \(d\) entries \(-1\).

```lean
/-- The Minkowski metric with one time and `d` space dimensions, signature `(+, -, ..., -)`. -/
def minkowski (d : ℕ) : Matrix (Fin (d + 1)) (Fin (d + 1)) ℝ :=
  diagonal (vecCons 1 (fun _ => -1))
```

## The determinant

For any vectors \(k,w\) and any number \(s\), the claim is

\[
\det(sI-k\,w^{\mathsf T})=s^d\,(s-w\cdot k).
\]

Suppose first that \(s\neq0\). Taking out a factor \(s\) from each of the \(d+1\) rows and using the matrix determinant lemma \(\det(I+u\,w^{\mathsf T})=1+w\cdot u\) with \(u=-k/s\) gives

\[
\det(sI-k\,w^{\mathsf T})=s^{d+1}\Bigl(1-\frac{w\cdot k}{s}\Bigr)=s^d\,(s-w\cdot k).
\]

At \(s=0\) the division is not available, but both sides are polynomials in \(s\), hence continuous, and they agree at all other points. They therefore agree at \(s=0\) as well. This matters here because \(s=0\) is the mass shell.

The proof follows the same route. `hf` and `hg` are the continuity of the two sides, and `Continuous.ext_on` extends the equality from the dense set \(s\neq0\). The equation `h` is the factorisation, with the column and row written as thin matrices so that Mathlib's determinant lemma applies, and `h2` is the final simplification of the scalar factor.

```lean
/-- The determinant of a multiple of the identity minus a rank-one matrix. -/
theorem det_smul_one_sub_rankOne (k w : Fin (d + 1) → ℝ) (s : ℝ) :
    (s • (1 : Matrix (Fin (d + 1)) (Fin (d + 1)) ℝ) - vecMulVec k w).det
      = s ^ d * (s - w ⬝ᵥ k) := by
  -- Both sides are continuous in `s`, so it is enough to treat `s ≠ 0`.
  have hf : Continuous fun t : ℝ =>
      (t • (1 : Matrix (Fin (d + 1)) (Fin (d + 1)) ℝ) - vecMulVec k w).det :=
    ((continuous_id.smul continuous_const).sub continuous_const).matrix_det
  have hg : Continuous fun t : ℝ => t ^ d * (t - w ⬝ᵥ k) :=
    (continuous_id.pow d).mul (continuous_id.sub continuous_const)
  refine congrFun (Continuous.ext_on (dense_compl_singleton (0 : ℝ)) hf hg ?_) s
  intro t ht
  have ht0 : t ≠ 0 := ht
  have h : t • (1 : Matrix (Fin (d + 1)) (Fin (d + 1)) ℝ) - vecMulVec k w
      = t • (1 + replicateCol Unit ((-t⁻¹) • k) * replicateRow Unit w) := by
    ext i j
    simp only [Matrix.sub_apply, Matrix.smul_apply, Matrix.add_apply, Matrix.mul_apply,
      vecMulVec_apply, replicateCol_apply, replicateRow_apply, Pi.smul_apply, smul_eq_mul,
      Finset.univ_unique, Finset.sum_singleton]
    linear_combination (k i * w j) * mul_inv_cancel₀ ht0
  have h2 : t * (1 + -t⁻¹ * (w ⬝ᵥ k)) = t - w ⬝ᵥ k := by
    linear_combination (-(w ⬝ᵥ k)) * mul_inv_cancel₀ ht0
  change (t • (1 : Matrix (Fin (d + 1)) (Fin (d + 1)) ℝ) - vecMulVec k w).det
    = t ^ d * (t - w ⬝ᵥ k)
  rw [h, det_smul, det_one_add_replicateCol_mul_replicateRow, Fintype.card_fin,
    dotProduct_smul, smul_eq_mul, pow_succ, mul_assoc, h2]
```

In the Proca matrix, \(s\) and \(w\cdot k\) are related by \(s-w\cdot k=-m^2\). Substitution gives

\[
\det M=-m^2\,s^d=-m^2\,s^{\,n-1}.
\]

This holds for every real \(m\), including zero. For \(d=0\) the matrix is the single number \(-m^2\), and the formula agrees since \(s^0=1\). For \(m=0\) the determinant vanishes for every wave vector, on or off the light cone.

```lean
/-- The determinant of the Proca operator in `d + 1` dimensions is `-m² s ^ d`. -/
theorem proca_det (g : Matrix (Fin (d + 1)) (Fin (d + 1)) ℝ) (k : Fin (d + 1) → ℝ) (m : ℝ) :
    (procaMatrix g k m).det = -m ^ 2 * offShell g k m ^ d := by
  rw [procaMatrix, longitudinal, det_smul_one_sub_rankOne]
  have h : offShell g k m - lower g k ⬝ᵥ k = -m ^ 2 := by
    unfold offShell
    ring
  rw [h, mul_comm]
```

## The Lorenz condition comes from the equation itself

Applied to an amplitude, the matrix gives

\[
MA=sA-(w\cdot A)\,k .
\]

Once \(s\) and \(w\) are known, applying \(M\) takes one dot product and one vector update, of order \(n\) operations, and the \(n\times n\) matrix need not be stored. The Lean proof writes each entry of \(PA\) and of \((w\cdot A)\,k\) as a sum and compares the two sums term by term.

```lean
/-- The Proca operator sends an amplitude `A` to `s A - (kᵀ g A) k`. -/
theorem proca_mulVec (g : Matrix (Fin (d + 1)) (Fin (d + 1)) ℝ) (k A : Fin (d + 1) → ℝ)
    (m : ℝ) :
    procaMatrix g k m *ᵥ A = offShell g k m • A - (lower g k ⬝ᵥ A) • k := by
  have h : longitudinal g k *ᵥ A = (lower g k ⬝ᵥ A) • k := by
    ext i
    simp only [longitudinal, mulVec, dotProduct, vecMulVec_apply, Pi.smul_apply, smul_eq_mul,
      Finset.sum_mul]
    exact Finset.sum_congr rfl fun j _ => by ring
  rw [procaMatrix, sub_mulVec, smul_mulVec, one_mulVec, h]
```

Contracting with \(w\) corresponds to taking the divergence of the field equation:

\[
w\cdot(MA)=s\,(w\cdot A)-(w\cdot A)(w\cdot k)=(s-w\cdot k)(w\cdot A)=-m^2\,(w\cdot A).
\]

The dependence on \(s\) has disappeared, as it did in the first row of the two-dimensional example.

```lean
/-- Contracting the Proca operator with the wave vector leaves `-m²` times `kᵀ g A`. -/
theorem proca_divergence (g : Matrix (Fin (d + 1)) (Fin (d + 1)) ℝ) (k A : Fin (d + 1) → ℝ)
    (m : ℝ) :
    lower g k ⬝ᵥ (procaMatrix g k m *ᵥ A) = -m ^ 2 * (lower g k ⬝ᵥ A) := by
  simp only [proca_mulVec, dotProduct_sub, dotProduct_smul, smul_eq_mul, offShell]
  ring
```

Setting \(A=k\) shows what the mass does to a gauge transformation. A pure-gauge potential is a gradient, whose plane-wave amplitude is proportional to \(k\), and

\[
Mk=s\,k-(w\cdot k)\,k=-m^2k .
\]

In the massless case such an amplitude solves the equation for every \(k\), which is gauge invariance. A nonzero mass removes this freedom.

```lean
/-- The Proca operator multiplies the pure-gauge amplitude `A = k` by `-m²`. -/
theorem proca_pure_gauge (g : Matrix (Fin (d + 1)) (Fin (d + 1)) ℝ) (k : Fin (d + 1) → ℝ)
    (m : ℝ) : procaMatrix g k m *ᵥ k = (-m ^ 2) • k := by
  rw [proca_mulVec, ← sub_smul]
  congr 1
  unfold offShell
  ring
```

Now let \(m\neq0\) and \(A\neq0\). If \(MA=0\), the contraction gives \(-m^2(w\cdot A)=0\), so \(w\cdot A=0\). This is the Lorenz condition \(k_\mu A^\mu=0\), obtained here as a consequence of the field equation. What is left of the equation is \(sA=0\), and since \(A\) is nonzero, \(s=0\). Conversely, if \(s=0\) and \(w\cdot A=0\), both terms of \(MA=sA-(w\cdot A)k\) vanish. Hence

\[
MA=0\iff s=0\ \text{ and }\ w\cdot A=0 .
\]

The two hypotheses `hm` and `hA` enter at the two divisions: the first by \(m^2\), the second by a nonzero component of \(A\). In the Lean proof `h1` is the contracted equation, `h2` the Lorenz condition, and the rewrite of `h` leaves \(sA=0\).

```lean
/-- For a massive field, a nonzero amplitude solves the Proca equation exactly when the wave
vector is on the mass shell and the amplitude obeys the Lorenz condition `kᵀ g A = 0`. -/
theorem proca_kernel_iff (g : Matrix (Fin (d + 1)) (Fin (d + 1)) ℝ) (k A : Fin (d + 1) → ℝ)
    {m : ℝ} (hm : m ≠ 0) (hA : A ≠ 0) :
    procaMatrix g k m *ᵥ A = 0 ↔ offShell g k m = 0 ∧ lower g k ⬝ᵥ A = 0 := by
  constructor
  · intro h
    -- The divergence of the field equation gives the Lorenz condition.
    have h1 := proca_divergence g k A m
    rw [h, dotProduct_zero] at h1
    have h2 : lower g k ⬝ᵥ A = 0 :=
      (mul_eq_zero.mp h1.symm).resolve_left (neg_ne_zero.mpr (pow_ne_zero 2 hm))
    -- What remains of the field equation is `s A = 0`.
    rw [proca_mulVec, h2, zero_smul, sub_zero] at h
    exact ⟨(smul_eq_zero.mp h).resolve_right hA, h2⟩
  · rintro ⟨h1, h2⟩
    rw [proca_mulVec, h1, h2, zero_smul, zero_smul, sub_zero]
```

On the mass shell \(w\cdot k=m^2\neq0\), so \(w\) is not the zero vector and the Lorenz condition removes one component out of \(d+1\). That leaves \(d\) independent polarisations, three in ordinary spacetime, which matches the power of \(s\) in the determinant.

## When a wave exists

A square matrix has a nonzero vector in its kernel exactly when its determinant vanishes. With \(\det M=-m^2s^d\), \(m\neq0\) and \(d\geq1\), this happens exactly when \(s=0\). The condition `hd : d ≠ 0` asks for at least one space dimension. Without any, the determinant is the constant \(-m^2\), and a massive field has no wave at all, even at \(s=0\).

```lean
/-- With at least one space dimension, a massive field has a nonzero plane-wave solution
exactly when the wave vector is on the mass shell. -/
theorem exists_wave_iff (g : Matrix (Fin (d + 1)) (Fin (d + 1)) ℝ) (k : Fin (d + 1) → ℝ)
    {m : ℝ} (hm : m ≠ 0) (hd : d ≠ 0) :
    (∃ A, A ≠ 0 ∧ procaMatrix g k m *ᵥ A = 0) ↔ offShell g k m = 0 := by
  rw [Matrix.exists_mulVec_eq_zero_iff, proca_det]
  constructor
  · intro h
    have h1 := (mul_eq_zero.mp h).resolve_left (neg_ne_zero.mpr (pow_ne_zero 2 hm))
    exact (pow_eq_zero_iff hd).mp h1
  · intro h
    rw [h, zero_pow hd, mul_zero]
```

For the Minkowski metric and \(k=(E,p)\), the lowered vector is \(w=(E,-p)\), and

\[
s=E^2-|p|^2-m^2,\qquad |p|^2=\sum_i p_i^2 .
\]

The existence condition becomes the relativistic dispersion relation

\[
E^2=|p|^2+m^2 .
\]

In Lean `vecCons E p` puts the energy in front of the momentum components, and the mass term in `∑ i, p i ^ 2 + m ^ 2` stands outside the sum. Both signs of \(E\) are admitted. The wave vector and the amplitude are real, so damped or evanescent waves are not treated; a complex amplitude at real \(k\) splits into real and imaginary parts that solve the same equation.

```lean
/-- In Minkowski spacetime with at least one space dimension, a massive Proca wave of energy `E` and
momentum `p` exists exactly when `E² = |p|² + m²`. -/
theorem minkowski_dispersion (E : ℝ) (p : Fin d → ℝ) {m : ℝ} (hm : m ≠ 0) (hd : d ≠ 0) :
    (∃ A, A ≠ 0 ∧ procaMatrix (minkowski d) (vecCons E p) m *ᵥ A = 0)
      ↔ E ^ 2 = ∑ i, p i ^ 2 + m ^ 2 := by
  have h : lower (minkowski d) (vecCons E p) ⬝ᵥ vecCons E p = E ^ 2 - ∑ i, p i ^ 2 := by
    simp [lower, minkowski, dotProduct, vecMul_diagonal, Fin.sum_univ_succ, pow_two,
      sub_eq_add_neg]
  rw [exists_wave_iff _ _ hm hd, offShell, h]
  constructor <;> intro h1 <;> linarith
```

## The propagator off the mass shell

Where \(s\neq0\) and \(m\neq0\), the matrix can be inverted explicitly. The rank-one matrix satisfies

\[
P^2=k\,(w\cdot k)\,w^{\mathsf T}=(w\cdot k)\,P=(s+m^2)\,P .
\]

For a number \(c\) this gives

\[
(sI-P)(I-cP)=sI-P-csP+c(s+m^2)P=sI-(1-cm^2)P .
\]

The choice \(c=1/m^2\) removes the last term, and division by \(s\) yields

\[
M^{-1}=\frac1s\Bigl(I-\frac{k\,k^{\mathsf T}g}{m^2}\Bigr).
\]

The theorem states that \(M\) times this matrix is the identity, which for square matrices makes it the two-sided inverse. In the proof `hP` is the formula for \(P^2\), and `key` is the cancellation for any \(c\) with \(cm^2=1\).

For a free massive vector field at real, off-shell \(k\), this is the tensor structure of the propagator that appears in tree-level amplitudes for massive vector exchange. The factor of \(i\), the \(i\varepsilon\) prescription and a decay width belong to the quantum field theory and are not part of the matrix identity.

In a calculation with a source, \(\partial_\mu F^{\mu\nu}+m^2A^\nu=J^\nu\) with \(F^{\mu\nu}=\partial^\mu A^\nu-\partial^\nu A^\mu\), each Fourier component obeys \(MA=-J\), so

\[
A=-\frac1s\Bigl(J-\frac{w\cdot J}{m^2}\,k\Bigr).
\]

No linear solver is needed. For a conserved source \(w\cdot J=0\), and the term with \(1/m^2\) drops out; at small mass, rounding errors in \(w\cdot J\) are amplified by that factor.

The determinant argument also gives the whole spectrum of \(M\). Replacing \(k\) by \(-k\) and \(s\) by \(\lambda-s\) in the rank-one formula, with \(w\) held fixed, and then using \(w\cdot k=s+m^2\) leads to

\[
\det(\lambda I-M)=(\lambda-s)^d(\lambda+m^2),
\]

so the eigenvalues are \(s\), repeated \(d\) times, and \(-m^2\). This last formula is a corollary worked out here by hand, and the code contains no theorem for it.

```lean
/-- Off the mass shell, the Proca operator of a massive field is inverted by the propagator
`(I - k kᵀ g / m²) / s`. -/
theorem proca_propagator (g : Matrix (Fin (d + 1)) (Fin (d + 1)) ℝ) (k : Fin (d + 1) → ℝ)
    {m : ℝ} (hm : m ≠ 0) (hs : offShell g k m ≠ 0) :
    procaMatrix g k m * ((offShell g k m)⁻¹ • (1 - (m ^ 2)⁻¹ • longitudinal g k)) = 1 := by
  have hq : lower g k ⬝ᵥ k = offShell g k m + m ^ 2 := by
    unfold offShell
    ring
  -- The square of the rank-one matrix is a multiple of the matrix itself.
  have hP : longitudinal g k * longitudinal g k
      = (lower g k ⬝ᵥ k) • longitudinal g k := by
    ext i j
    simp only [longitudinal, Matrix.mul_apply, vecMulVec_apply, Matrix.smul_apply, smul_eq_mul,
      dotProduct, Finset.sum_mul]
    exact Finset.sum_congr rfl fun l _ => by ring
  rw [hq] at hP
  have key : ∀ c : ℝ, c * m ^ 2 = 1 →
      procaMatrix g k m * (1 - c • longitudinal g k)
        = offShell g k m • (1 : Matrix (Fin (d + 1)) (Fin (d + 1)) ℝ) := by
    intro c hc
    simp only [procaMatrix, mul_sub, sub_mul, mul_smul_comm, smul_mul_assoc, one_mul, mul_one,
      hP]
    linear_combination (norm := module) hc • longitudinal g k
  rw [mul_smul_comm, key _ (inv_mul_cancel₀ (pow_ne_zero 2 hm)), smul_smul,
    inv_mul_cancel₀ hs, one_smul]

end

end ProcaDispersion
```

```lean
#print axioms ProcaDispersion.proca_kernel_iff
#print axioms ProcaDispersion.exists_wave_iff
#print axioms ProcaDispersion.minkowski_dispersion
#print axioms ProcaDispersion.proca_propagator
```

```
'ProcaDispersion.proca_kernel_iff' depends on axioms: [propext, Classical.choice, Quot.sound]
'ProcaDispersion.exists_wave_iff' depends on axioms: [propext, Classical.choice, Quot.sound]
'ProcaDispersion.minkowski_dispersion' depends on axioms: [propext, Classical.choice, Quot.sound]
'ProcaDispersion.proca_propagator' depends on axioms: [propext, Classical.choice, Quot.sound]
```
